# An e-symmetry composed with a d-symmetry is an (e+d)-symmetry

Let $X$ be a set of points in the plane, and call an isometry $A$ an $e$-symmetry of $X$ if every $Ax$ with $x\in X$ lies within distance $e$ of some point of $X$. I write $AB$ for "first $B$, then $A$". Composing an $e$-symmetry with a $d$-symmetry should give an $(e+d)$-symmetry. At a fixed tolerance, though, closure can fail: for $X=\{(1,0)\}$ and $e=\sqrt2$, the quarter turn about the origin is an $e$-symmetry and its square is not. Can this be proved rigorously and checked by machine, and is there a condition under which the $e$-symmetries do form a group?

## Adding errors, and a gap that restores the group

Write $\rho$ for the distance. Given $x\in X$, choose $y\in X$ with $\rho(Bx,y)\le d$, then $z\in X$ with $\rho(Ay,z)\le e$. Since $A$ preserves distances,
$$\rho(ABx,z)\le\rho(ABx,Ay)+\rho(Ay,z)=\rho(Bx,y)+\rho(Ay,z)\le d+e.$$
The identity has error $0$, so by induction $A^n$ is an $ne$-symmetry.

The sum is the best general bound. For $X=\{0\}$ and a unit vector $u$, translations by $eu$ and $du$ (with $e,d\ge0$) together move the origin by exactly $e+d$.

The quarter turn sends $(1,0)$ to $(0,1)$, at distance $\sqrt2$. Its square sends $(1,0)$ to $(-1,0)$, at distance $2>\sqrt2$.

For inverses, let $X$ be finite with distinct points more than $2e$ apart. Choose $f(x)\in X$ with $\rho(Ax,f(x))\le e$. If $f(a)=f(b)$, then $\rho(a,b)=\rho(Aa,Ab)\le 2e$, so $a=b$. Thus $f$ is injective on a finite set, hence a permutation. Every $y\in X$ is some $f(x)$, and $\rho(A^{-1}y,x)=\rho(y,Ax)\le e$.

Keep these assumptions on $X$, and take $e\ge0$ and a group $G$ of candidate operations in which every $2e$-symmetry is already an $e$-symmetry. Products of $e$-symmetries in $G$ are $2e$-symmetries, hence $e$-symmetries; the identity and inverses qualify too, so we have a group. The quarter turn violates this gap condition: its square has error $2$, between $\sqrt2$ and $2\sqrt2$.

A case with nonzero error is $X=\{(1,0),(-1.1,0)\}$, $e=0.1$, and $G$ consisting of the identity and the half turn about the origin. This half turn misses each partner by $0.1$, so it is an approximate symmetry but not an exact one. The error comes from the off-centre axis: the half turn about the midpoint $(-0.05,0)$ exchanges the two points exactly, but it is not in $G$. The points are $2.1$ apart, and both elements of $G$ are $e$-symmetries, so the conditions hold.

At $e=0$ the separation and gap conditions are automatic, and for finite $X$ the theorem returns the group of exact symmetries in $G$.

Here is the complete Lean file.

```lean
import Mathlib

open Set

namespace ApproximateSymmetry

noncomputable section

variable {M : Type*} [MetricSpace M]

/-- The isometry `A` is an `e`-symmetry of `X` if it carries every point of `X` to within
distance `e` of some point of `X`. -/
def IsApproxSymm (e : ℝ) (X : Set M) (A : M ≃ᵢ M) : Prop :=
  ∀ x ∈ X, ∃ y ∈ X, dist (A x) y ≤ e

/-- Tolerances add: an `e`-symmetry composed with a `d`-symmetry is an `(e + d)`-symmetry. -/
theorem IsApproxSymm.mul {e d : ℝ} {X : Set M} {A B : M ≃ᵢ M}
    (hA : IsApproxSymm e X A) (hB : IsApproxSymm d X B) :
    IsApproxSymm (e + d) X (A * B) := by
  intro x hx
  obtain ⟨y, hy, hxy⟩ := hB x hx
  obtain ⟨z, hz, hyz⟩ := hA y hy
  refine ⟨z, hz, ?_⟩
  change dist (A (B x)) z ≤ e + d
  -- `A` preserves the error already made by `B`
  have h1 : dist (A (B x)) (A y) = dist (B x) y := A.isometry.dist_eq _ _
  have h2 := dist_triangle (A (B x)) (A y) z
  linarith

/-- Repeating an `e`-symmetry `n` times gives an `n e`-symmetry. -/
theorem IsApproxSymm.pow {e : ℝ} {X : Set M} {A : M ≃ᵢ M}
    (hA : IsApproxSymm e X A) (n : ℕ) : IsApproxSymm (n * e) X (A ^ n) := by
  induction n with
  | zero =>
    intro x hx
    refine ⟨x, hx, ?_⟩
    rw [pow_zero]
    change dist x x ≤ _
    simp
  | succ n ih =>
    have h : ((n + 1 : ℕ) : ℝ) * e = n * e + e := by push_cast; ring
    rw [pow_succ, h]
    exact ih.mul hA

/-- If `X` is finite and its distinct points are more than `2e` apart, the inverse of an
`e`-symmetry is an `e`-symmetry. -/
theorem IsApproxSymm.inv {e : ℝ} {X : Set M} {A : M ≃ᵢ M} (hX : X.Finite)
    (hsep : ∀ x ∈ X, ∀ y ∈ X, x ≠ y → 2 * e < dist x y)
    (hA : IsApproxSymm e X A) : IsApproxSymm e X A⁻¹ := by
  intro y hy
  have : Nonempty M := ⟨y⟩
  have h : ∀ x ∈ X, ∃ z, z ∈ X ∧ dist (A x) z ≤ e := hA
  choose! f hfX hf using h
  -- two points cannot be matched to the same partner
  have inj : Set.InjOn f X := by
    intro a ha b hb hab
    by_contra hne
    have h1 := hsep a ha b hb hne
    have h2 := dist_triangle_right (A a) (A b) (f a)
    rw [A.isometry.dist_eq] at h2
    have h3 := hf a ha
    have h4 := hf b hb
    rw [← hab] at h4
    linarith
  -- so the matching is a permutation of the finite set
  have himg : f '' X = X := Set.eq_of_subset_of_ncard_le
    (Set.image_subset_iff.2 hfX) (Set.InjOn.ncard_image inj).ge hX
  obtain ⟨x, hx, hxy⟩ := himg.symm.subset hy
  refine ⟨x, hx, ?_⟩
  have h1 : A (A⁻¹ y) = y := A.apply_symm_apply y
  rw [← A.isometry.dist_eq, h1, dist_comm, ← hxy]
  exact hf x hx

/-- Let `X` be finite with distinct points more than `2e` apart, `e ≥ 0`, and let `G` be a group
of isometries in which every `2e`-symmetry of `X` is already an `e`-symmetry. Then the
`e`-symmetries of `X` in `G` form a group. -/
theorem approxSymm_subgroup {e : ℝ} (he : 0 ≤ e) {X : Set M} (hX : X.Finite)
    (hsep : ∀ x ∈ X, ∀ y ∈ X, x ≠ y → 2 * e < dist x y) (G : Subgroup (M ≃ᵢ M))
    (hgap : ∀ A ∈ G, IsApproxSymm (2 * e) X A → IsApproxSymm e X A) :
    ∃ H : Subgroup (M ≃ᵢ M), ∀ A, A ∈ H ↔ A ∈ G ∧ IsApproxSymm e X A := by
  refine ⟨{ carrier := {A | A ∈ G ∧ IsApproxSymm e X A}
            mul_mem' := ?_, one_mem' := ?_, inv_mem' := ?_ }, fun A => Iff.rfl⟩
  · intro A B hA hB
    refine ⟨G.mul_mem hA.1 hB.1, hgap _ (G.mul_mem hA.1 hB.1) ?_⟩
    rw [two_mul]
    exact hA.2.mul hB.2
  · exact ⟨G.one_mem, fun x hx => ⟨x, hx, (dist_self x).trans_le he⟩⟩
  · intro A hA
    exact ⟨G.inv_mem hA.1, hA.2.inv hX hsep⟩

/-- The Euclidean plane. -/
abbrev Plane := EuclideanSpace ℝ (Fin 2)

/-- Distance in the plane in Cartesian coordinates. -/
theorem plane_dist (v w : Plane) :
    dist v w = √((v 0 - w 0) ^ 2 + (v 1 - w 1) ^ 2) := by
  rw [EuclideanSpace.dist_eq]
  simp only [Fin.sum_univ_two, Real.dist_eq, sq_abs]

/-- The rotation by 90 degrees about the origin, `(x, y) ↦ (-y, x)`. -/
def quarterTurn : Plane ≃ᵢ Plane where
  toFun v := !₂[-v 1, v 0]
  invFun v := !₂[v 1, -v 0]
  left_inv v := by ext i; fin_cases i <;> simp
  right_inv v := by ext i; fin_cases i <;> simp
  isometry_toFun := Isometry.of_dist_eq fun v w => by
    rw [plane_dist, plane_dist]
    congr 1
    change (-v 1 - -w 1) ^ 2 + (v 0 - w 0) ^ 2 = (v 0 - w 0) ^ 2 + (v 1 - w 1) ^ 2
    ring

/-- The rotation by 180 degrees about the origin, `v ↦ -v`. -/
def halfTurn : Plane ≃ᵢ Plane where
  toFun v := -v
  invFun v := -v
  left_inv v := neg_neg v
  right_inv v := neg_neg v
  isometry_toFun := Isometry.of_dist_eq fun v w => dist_neg_neg v w

/-- The translation of the plane by the vector `c`. -/
def translation (c : Plane) : Plane ≃ᵢ Plane where
  toFun v := v + c
  invFun v := v - c
  left_inv v := add_sub_cancel_right v c
  right_inv v := sub_add_cancel v c
  isometry_toFun := Isometry.of_dist_eq fun v w => dist_add_right v w c

/-- For the single point `(1, 0)` the quarter turn is a `√2`-symmetry, but its square is not. -/
theorem quarterTurn_not_closed :
    IsApproxSymm √2 ({!₂[1, 0]} : Set Plane) quarterTurn ∧
      ¬ IsApproxSymm √2 ({!₂[1, 0]} : Set Plane) (quarterTurn ^ 2) := by
  refine ⟨fun x hx => ⟨!₂[1, 0], Set.mem_singleton _, ?_⟩, fun h => ?_⟩
  · rw [Set.mem_singleton_iff] at hx
    subst hx
    rw [plane_dist]
    apply Real.sqrt_le_sqrt
    change (-(0 : ℝ) - 1) ^ 2 + ((1 : ℝ) - 0) ^ 2 ≤ 2
    norm_num
  · rw [pow_two] at h
    obtain ⟨y, hy, h⟩ := h !₂[1, 0] (Set.mem_singleton _)
    rw [Set.mem_singleton_iff] at hy
    subst hy
    rw [plane_dist] at h
    have h' := (Real.sqrt_le_sqrt_iff (by norm_num)).1 h
    -- the square sends `(1, 0)` to `(-1, 0)`, at distance 2
    change (-(1 : ℝ) - 1) ^ 2 + (-(0 : ℝ) - 0) ^ 2 ≤ 2 at h'
    norm_num at h'

/-- The bound `e + d` is sharp for all `e, d ≥ 0`: for the origin and translations by `e` and `d`
along a unit vector, the composite is no `t`-symmetry with `t < e + d`. -/
theorem tolerance_sum_sharp {e d : ℝ} (he : 0 ≤ e) (hd : 0 ≤ d) (u : Plane) (hu : ‖u‖ = 1) :
    IsApproxSymm e {0} (translation (e • u)) ∧ IsApproxSymm d {0} (translation (d • u)) ∧
      ∀ t, IsApproxSymm t {0} (translation (e • u) * translation (d • u)) → e + d ≤ t := by
  have single : ∀ s : ℝ, 0 ≤ s → IsApproxSymm s {0} (translation (s • u)) := by
    intro s hs x hx
    rw [Set.mem_singleton_iff] at hx
    subst hx
    refine ⟨0, Set.mem_singleton _, ?_⟩
    change dist (0 + s • u) 0 ≤ s
    rw [dist_zero_right, zero_add, norm_smul, hu, mul_one, Real.norm_eq_abs, abs_of_nonneg hs]
  refine ⟨single e he, single d hd, fun t h => ?_⟩
  obtain ⟨y, hy, h⟩ := h 0 (Set.mem_singleton _)
  rw [Set.mem_singleton_iff] at hy
  subst hy
  change dist (0 + d • u + e • u) 0 ≤ t at h
  rw [dist_zero_right, zero_add, ← add_smul, norm_smul, hu, mul_one, Real.norm_eq_abs] at h
  linarith [le_abs_self (d + e)]

/-- Two points on a line through the origin, at `1` and `-1.1`. -/
def distortedPair : Set Plane := {!₂[1, 0], !₂[-(11 / 10), 0]}

/-- The set `distortedPair`, with `e = 1/10` and the group generated by the half turn about the
origin, meets the hypotheses of `approxSymm_subgroup`; this half turn is an `e`-symmetry but not an
exact one. -/
theorem approxSymm_subgroup_witness :
    distortedPair.Finite ∧
    (∀ x ∈ distortedPair, ∀ y ∈ distortedPair, x ≠ y → 2 * (1 / 10) < dist x y) ∧
    (∀ A ∈ Subgroup.zpowers halfTurn, IsApproxSymm (2 * (1 / 10)) distortedPair A →
      IsApproxSymm (1 / 10) distortedPair A) ∧
    IsApproxSymm (1 / 10) distortedPair halfTurn ∧
    ¬ IsApproxSymm 0 distortedPair halfTurn := by
  have axis : ∀ a b : ℝ, dist (!₂[a, 0] : Plane) !₂[b, 0] = |a - b| := by
    intro a b
    rw [plane_dist, ← Real.sqrt_sq_eq_abs]
    congr 1
    change (a - b) ^ 2 + ((0 : ℝ) - 0) ^ 2 = (a - b) ^ 2
    ring
  have turn : ∀ a : ℝ, halfTurn !₂[a, 0] = !₂[-a, 0] := by
    intro a
    change -(!₂[a, 0] : Plane) = _
    ext i
    fin_cases i <;> simp
  have happ : IsApproxSymm (1 / 10) distortedPair halfTurn := by
    rintro x (rfl | rfl)
    · refine ⟨!₂[-(11 / 10), 0], Or.inr rfl, ?_⟩
      rw [turn, axis, abs_le]
      norm_num
    · refine ⟨!₂[1, 0], Or.inl rfl, ?_⟩
      rw [turn, axis, abs_le]
      norm_num
  refine ⟨(Set.finite_singleton _).insert _, ?_, ?_, happ, ?_⟩
  · rintro x (rfl | rfl) y (rfl | rfl) hne
    · exact absurd rfl hne
    · rw [axis, lt_abs]
      norm_num
    · rw [axis, lt_abs]
      norm_num
    · exact absurd rfl hne
  · -- the group consists of the identity and the half turn
    intro A hA _
    obtain ⟨k, rfl⟩ := Subgroup.mem_zpowers_iff.1 hA
    have h2 : halfTurn ^ (2 : ℤ) = 1 := by
      rw [zpow_two]
      exact IsometryEquiv.ext fun x => neg_neg x
    obtain ⟨m, rfl | rfl⟩ := Int.even_or_odd' k
    · rw [zpow_mul, h2, one_zpow]
      exact fun x hx => ⟨x, hx, (dist_self x).trans_le (by norm_num)⟩
    · rw [zpow_add, zpow_mul, h2, one_zpow, one_mul, zpow_one]
      exact happ
  · intro h
    obtain ⟨y, hy, h⟩ := h !₂[1, 0] (Or.inl rfl)
    rcases hy with rfl | rfl <;> rw [turn, axis, abs_le] at h <;> norm_num at h

end

end ApproximateSymmetry
```

```lean
#print axioms ApproximateSymmetry.IsApproxSymm.pow
#print axioms ApproximateSymmetry.approxSymm_subgroup
#print axioms ApproximateSymmetry.quarterTurn_not_closed
#print axioms ApproximateSymmetry.tolerance_sum_sharp
```

```
'ApproximateSymmetry.IsApproxSymm.pow' depends on axioms: [propext, Classical.choice, Quot.sound]
'ApproximateSymmetry.approxSymm_subgroup' depends on axioms: [propext, Classical.choice, Quot.sound]
'ApproximateSymmetry.quarterTurn_not_closed' depends on axioms: [propext, Classical.choice, Quot.sound]
'ApproximateSymmetry.tolerance_sum_sharp' depends on axioms: [propext, Classical.choice, Quot.sound]
```

## What the Lean statements say

`M` is any metric space, and `M ≃ᵢ M` is the group of its distance-preserving bijections, with `A * B` applying `B` first. `IsApproxSymm e X A` is the definition above. It is one-sided: two points may share a partner unless separation forbids it. `Plane` carries the Euclidean distance.

`approxSymm_subgroup` provides a subgroup `H` whose members are exactly the `e`-symmetries in `G`. Its hypothesis `hgap` is assumed, not derived: call the largest distance from a point $Ax$ to its nearest point of $X$ the error of $A$; then it says that no operation in `G` has an error above `e` and up to `2e`. For `e > 0` this fails if `G` contains all rotations about some centre or axis and one of them has an error above `e`, because the error varies continuously with the angle. The points carry no labels, so chemical elements are not distinguished.

This bears on point-group detection with a distance tolerance in electronic-structure programs, here for finite sets of unlabelled points and a prescribed candidate group.

## From the estimates to the Lean proofs

In `IsApproxSymm.mul`, `h1` is invariance of distance, `h2` is the triangle inequality, and `linarith` adds the bounds. `IsApproxSymm.pow` applies it inductively.

In `IsApproxSymm.inv`, `choose!` produces the matching $f$, `inj` proves it injective, and `himg` uses a count of points to show that it is onto. `approxSymm_subgroup` then checks products, identity and inverses, with `hgap` reducing $2e$ to $e$.

`plane_dist` turns distances into coordinates. For the squared quarter turn, `quarterTurn_not_closed` reduces the claim to $4\le2$, which `norm_num` refutes. `tolerance_sum_sharp` computes the lengths of the translations. In `approxSymm_subgroup_witness`, `axis` and `turn` handle points on the horizontal axis, and splitting powers of the half turn into even and odd shows that only two operations occur.
